# The position variance of a free wave packet is a parabola in time with a single minimum

To make a free wave packet narrowest at a chosen time $T$, one prepares it at $t=0$ with position–momentum covariance $C=-V_pT/m$, where $V_p$ is its momentum variance, $m$ its mass and $\hbar=1$. The choice rests on the location of the minimum in `free_packet_waist`, for one degree of freedom and no potential.

In Lean 4 with Mathlib:

```lean
import Mathlib

open Complex (I)

namespace FreeWavePacket

noncomputable section

/-! Units with ħ = 1. A concrete model, not constructed here, is the algebra generated by the
oscillator ladder operators on finite combinations of number states, with a vector state. -/

variable {A : Type*} [Ring A] [Algebra ℂ A]

/-- The variance of an observable `a` in the state `ω`. -/
def variance (ω : A →ₗ[ℂ] ℂ) (a : A) : ℝ := (ω (a * a)).re - (ω a).re ^ 2

/-- The symmetrized covariance of two observables in the state `ω`. -/
def covariance (ω : A →ₗ[ℂ] ℂ) (a b : A) : ℝ :=
  (ω (a * b + b * a)).re / 2 - (ω a).re * (ω b).re

/-- The position `x + p t / m` of a free particle at time `t`, for mass `m ≠ 0`. -/
def freePosition (x p : A) (m t : ℝ) : A := x + ((t / m : ℝ) : ℂ) • p

/-- The kinetic energy `p² / (2m)`, for mass `m ≠ 0`. -/
def freeHamiltonian (p : A) (m : ℝ) : A := (1 / (2 * (m : ℂ))) • (p * p)

/-- The time `-m C / Vp`, with `C` the position-momentum covariance and `Vp ≠ 0` the
momentum variance. -/
def waistTime (ω : A →ₗ[ℂ] ℂ) (x p : A) (m : ℝ) : ℝ :=
  -(m * covariance ω x p / variance ω p)

/-- Mass times the Heisenberg velocity `i[H, x(t)]` of a free particle is its momentum. -/
theorem mass_mul_velocity {x p : A} (hc : x * p - p * x = I • (1 : A))
    {m : ℝ} (hm : m ≠ 0) (t : ℝ) :
    (m : ℂ) • (I • (freeHamiltonian p m * freePosition x p m t
      - freePosition x p m t * freeHamiltonian p m)) = p := by
  have hxp : x * p = p * x + I • (1 : A) := sub_eq_iff_eq_add'.mp hc
  -- move x through p² with the commutation relation
  have hxpp : x * (p * p) = p * p * x + (2 * I) • p := by
    calc x * (p * p) = x * p * p := by rw [mul_assoc]
      _ = (p * x + I • (1 : A)) * p := by rw [hxp]
      _ = p * (x * p) + I • p := by rw [add_mul, smul_mul_assoc, one_mul, mul_assoc]
      _ = p * (p * x + I • (1 : A)) + I • p := by rw [hxp]
      _ = p * p * x + (2 * I) • p := by
        rw [mul_add, mul_smul_comm, mul_one, ← mul_assoc]
        module
  have hm' : (m : ℂ) ≠ 0 := by exact_mod_cast hm
  have hk : (m : ℂ) * (1 / (2 * (m : ℂ))) = 1 / 2 := by field_simp
  unfold freeHamiltonian freePosition
  generalize 1 / (2 * (m : ℂ)) = k at hk ⊢
  generalize ((t / m : ℝ) : ℂ) = s
  have hcomm : (k • (p * p)) * (x + s • p) - (x + s • p) * (k • (p * p))
      = k • (p * p * x - x * (p * p)) := by
    simp only [mul_add, add_mul, smul_mul_assoc, mul_smul_comm, mul_assoc]
    module
  have hscalar : (m : ℂ) * I * k * (-(2 * I)) = 1 := by
    linear_combination (-2 * I ^ 2) * hk - Complex.I_sq
  rw [hcomm, hxpp]
  calc (m : ℂ) • (I • (k • (p * p * x - (p * p * x + (2 * I) • p))))
      = ((m : ℂ) * I * k * (-(2 * I))) • p := by module
    _ = p := by rw [hscalar, one_smul]

/-- The variance of `x + s p` is a quadratic polynomial in the real number `s`. -/
theorem variance_add_smul (ω : A →ₗ[ℂ] ℂ) (x p : A) (s : ℝ) :
    variance ω (x + (s : ℂ) • p)
      = variance ω x + 2 * s * covariance ω x p + s ^ 2 * variance ω p := by
  have e : (x + (s : ℂ) • p) * (x + (s : ℂ) • p)
      = x * x + (s : ℂ) • (x * p + p * x) + ((s : ℂ) * (s : ℂ)) • (p * p) := by
    simp only [mul_add, add_mul, smul_mul_assoc, mul_smul_comm]
    module
  unfold variance covariance
  rw [e]
  simp only [map_add, map_smul, smul_eq_mul, Complex.add_re, Complex.mul_re, Complex.mul_im,
    Complex.ofReal_re, Complex.ofReal_im]
  ring

/-- For `Vp ≠ 0`, the variance of the free position at time `t` is `(Vx Vp - C²) / Vp` plus `Vp`
times the square of `(t - t₀) / m`, with `t₀` the time `waistTime`. -/
theorem variance_eq_waist_add_sq (ω : A →ₗ[ℂ] ℂ) (x p : A) {m : ℝ} (hm : m ≠ 0)
    (hV : variance ω p ≠ 0) (t : ℝ) :
    variance ω (freePosition x p m t)
      = (variance ω x * variance ω p - covariance ω x p ^ 2) / variance ω p
        + variance ω p * ((t - waistTime ω x p m) / m) ^ 2 := by
  unfold freePosition waistTime
  rw [variance_add_smul]
  field_simp
  ring

variable [StarRing A]

/-- A state: a normalized linear functional that is real and nonnegative on every `a* a`. -/
structure IsState (ω : A →ₗ[ℂ] ℂ) : Prop where
  normalized : ω 1 = 1
  positive : ∀ a : A, 0 ≤ (ω (star a * a)).re ∧ (ω (star a * a)).im = 0

/-- The expectation value of a self-adjoint observable is real. -/
theorem IsState.im_eq_zero {ω : A →ₗ[ℂ] ℂ} (hω : IsState ω) {a : A}
    (ha : IsSelfAdjoint a) : (ω a).im = 0 := by
  have h1 := (hω.positive (1 + a)).2
  have h2 := (hω.positive a).2
  rw [ha.star_eq] at h2
  have e : star (1 + a) * (1 + a) = 1 + (a + a) + a * a := by
    rw [star_add, star_one, ha.star_eq]
    noncomm_ring
  rw [e] at h1
  simp only [map_add, hω.normalized, Complex.add_im, Complex.one_im] at h1
  linarith

variable [StarModule ℂ A]

/-- Positivity of the state on `x + (u + iv) p`, measured from its mean, as an inequality
between the variances and the covariance. -/
theorem quadratic_nonneg {ω : A →ₗ[ℂ] ℂ} (hω : IsState ω) {x p : A}
    (hx : IsSelfAdjoint x) (hp : IsSelfAdjoint p) (hc : x * p - p * x = I • (1 : A))
    (u v : ℝ) :
    0 ≤ variance ω x + 2 * u * covariance ω x p - v + (u ^ 2 + v ^ 2) * variance ω p := by
  have e : ∀ z c : ℂ, star (x + z • p - c • (1 : A)) * (x + z • p - c • (1 : A))
      = x * x + z • (x * p) + star z • (p * x) + (star z * z) • (p * p)
        - (c + star c) • x - (star z * c + star c * z) • p + (star c * c) • (1 : A) := by
    intro z c
    simp only [star_sub, star_add, star_smul, star_one, hx.star_eq, hp.star_eq, add_mul,
      sub_mul, mul_add, mul_sub, smul_mul_assoc, mul_smul_comm, mul_one, one_mul]
    module
  have hxi := hω.im_eq_zero hx
  have hpi := hω.im_eq_zero hp
  have hsa : IsSelfAdjoint (x * p + p * x) := by
    rw [isSelfAdjoint_iff, star_add, star_mul, star_mul, hx.star_eq, hp.star_eq, add_comm]
  have hs := hω.im_eq_zero hsa
  rw [map_add, Complex.add_im] at hs
  -- the commutator fixes the imaginary parts of ⟨xp⟩ and ⟨px⟩
  have hI : ω (x * p) - ω (p * x) = I := by
    rw [← map_sub, hc, map_smul, hω.normalized, smul_eq_mul, mul_one]
  have hre := congrArg Complex.re hI
  have him := congrArg Complex.im hI
  rw [Complex.sub_re, Complex.I_re] at hre
  rw [Complex.sub_im, Complex.I_im] at him
  have h1 : (ω (x * p)).im = 1 / 2 := by linarith
  have h2 : (ω (p * x)).im = -1 / 2 := by linarith
  have h3 : (ω (p * x)).re = (ω (x * p)).re := by linarith
  have h := (hω.positive (x + (⟨u, v⟩ : ℂ) • p
    - (⟨(ω x).re + u * (ω p).re, v * (ω p).re⟩ : ℂ) • (1 : A))).1
  rw [e] at h
  simp only [map_add, map_sub, map_smul, smul_eq_mul, hω.normalized, Complex.star_def,
    Complex.conj_re, Complex.conj_im, Complex.add_re, Complex.sub_re, Complex.add_im,
    Complex.mul_re, Complex.mul_im, Complex.one_re, Complex.one_im, h1, h2, h3, hxi, hpi] at h
  unfold variance covariance
  rw [map_add, Complex.add_re, h3]
  linarith

/-- The momentum variance is strictly positive in every state. -/
theorem momentum_variance_pos {ω : A →ₗ[ℂ] ℂ} (hω : IsState ω) {x p : A}
    (hx : IsSelfAdjoint x) (hp : IsSelfAdjoint p) (hc : x * p - p * x = I • (1 : A)) :
    0 < variance ω p := by
  by_contra hn
  have hV : variance ω p ≤ 0 := not_lt.mp hn
  have h := quadratic_nonneg hω hx hp hc 0 (|variance ω x| + 1)
  nlinarith [le_abs_self (variance ω x),
    mul_nonneg (sq_nonneg (|variance ω x| + 1)) (neg_nonneg.mpr hV)]

/-- The Schrödinger uncertainty relation for position and momentum: `Vx Vp - C² ≥ 1/4`. -/
theorem schrodinger_uncertainty {ω : A →ₗ[ℂ] ℂ} (hω : IsState ω) {x p : A}
    (hx : IsSelfAdjoint x) (hp : IsSelfAdjoint p) (hc : x * p - p * x = I • (1 : A)) :
    1 / 4 ≤ variance ω x * variance ω p - covariance ω x p ^ 2 := by
  have hV := momentum_variance_pos hω hx hp hc
  have hw : variance ω p * (variance ω p)⁻¹ = 1 := mul_inv_cancel₀ hV.ne'
  -- the choice of u and v that minimizes the quadratic form
  have h := mul_nonneg (quadratic_nonneg hω hx hp hc
    (-covariance ω x p * (variance ω p)⁻¹) ((variance ω p)⁻¹ / 2)) hV.le
  generalize (variance ω p)⁻¹ = w at hw h
  have e : (variance ω x + 2 * (-covariance ω x p * w) * covariance ω x p - w / 2
      + ((-covariance ω x p * w) ^ 2 + (w / 2) ^ 2) * variance ω p) * variance ω p
      = variance ω x * variance ω p - covariance ω x p ^ 2 - 1 / 4 := by
    linear_combination (-2 * covariance ω x p ^ 2 - 1 / 2
      + (covariance ω x p ^ 2 + 1 / 4) * (variance ω p * w + 1)) * hw
  rw [e] at h
  linarith

/-- The position variance of a free packet is quadratic in time, with a strict minimum at
`t = -m C / Vp`, where it equals `(Vx Vp - C²) / Vp` and is at least `1 / (4 Vp)`. -/
theorem free_packet_waist {ω : A →ₗ[ℂ] ℂ} (hω : IsState ω) {x p : A}
    (hx : IsSelfAdjoint x) (hp : IsSelfAdjoint p) (hc : x * p - p * x = I • (1 : A))
    {m : ℝ} (hm : 0 < m) :
    (∀ t, variance ω (freePosition x p m t) = variance ω x
        + 2 * covariance ω x p * t / m + variance ω p * t ^ 2 / m ^ 2) ∧
    0 < variance ω p ∧
    variance ω (freePosition x p m (waistTime ω x p m))
      = (variance ω x * variance ω p - covariance ω x p ^ 2) / variance ω p ∧
    1 / (4 * variance ω p) ≤ variance ω (freePosition x p m (waistTime ω x p m)) ∧
    ∀ t, t ≠ waistTime ω x p m →
      variance ω (freePosition x p m (waistTime ω x p m))
        < variance ω (freePosition x p m t) := by
  have hV := momentum_variance_pos hω hx hp hc
  have hU := schrodinger_uncertainty hω hx hp hc
  have hsq := variance_eq_waist_add_sq ω x p hm.ne' hV.ne'
  have hwaist : variance ω (freePosition x p m (waistTime ω x p m))
      = (variance ω x * variance ω p - covariance ω x p ^ 2) / variance ω p := by
    rw [hsq, sub_self, zero_div]
    ring
  refine ⟨fun t => ?_, hV, hwaist, ?_, fun t ht => ?_⟩
  · unfold freePosition
    rw [variance_add_smul]
    ring
  · rw [hwaist, div_le_div_iff₀ (by linarith) hV]
    nlinarith [mul_nonneg (sub_nonneg.mpr hU) hV.le]
  · -- away from the waist the added square is strictly positive
    have hne : (t - waistTime ω x p m) / m ≠ 0 := div_ne_zero (sub_ne_zero.mpr ht) hm.ne'
    have hpos := mul_pos hV (pow_pos (abs_pos.mpr hne) 2)
    rw [sq_abs] at hpos
    rw [hwaist, hsq t]
    linarith

/-- If initially `Vx Vp = 1/4`, then at time `2 m Vx s` the position variance is
`Vx (1 + s²)`. -/
theorem minimum_uncertainty_spreading {ω : A →ₗ[ℂ] ℂ} (hω : IsState ω) {x p : A}
    (hx : IsSelfAdjoint x) (hp : IsSelfAdjoint p) (hc : x * p - p * x = I • (1 : A))
    (hmin : variance ω x * variance ω p = 1 / 4) {m : ℝ} (hm : m ≠ 0) (s : ℝ) :
    variance ω (freePosition x p m (2 * m * variance ω x * s))
      = variance ω x * (1 + s ^ 2) := by
  have hU := schrodinger_uncertainty hω hx hp hc
  -- the uncertainty relation leaves no room for a covariance
  have hC2 : covariance ω x p ^ 2 = 0 := le_antisymm (by linarith) (sq_nonneg _)
  have hC : covariance ω x p = 0 := (pow_eq_zero_iff two_ne_zero).mp hC2
  have ht : 2 * m * variance ω x * s / m = 2 * variance ω x * s := by field_simp
  unfold freePosition
  rw [ht, variance_add_smul, hC]
  linear_combination 4 * variance ω x * s ^ 2 * hmin

end

end FreeWavePacket
```

```lean
#print axioms FreeWavePacket.mass_mul_velocity
#print axioms FreeWavePacket.free_packet_waist
#print axioms FreeWavePacket.minimum_uncertainty_spreading
```

```
'FreeWavePacket.mass_mul_velocity' depends on axioms: [propext, Classical.choice, Quot.sound]
'FreeWavePacket.free_packet_waist' depends on axioms: [propext, Classical.choice, Quot.sound]
'FreeWavePacket.minimum_uncertainty_spreading' depends on axioms: [propext, Classical.choice, Quot.sound]
```

## Position spread, waist and lower bound

Write $\langle a\rangle$ for `ω a` and $V_x$ for the position variance at $t=0$. For $m>0$, `free_packet_waist` states that
$$\operatorname{Var}x(t)=V_x+\frac{2Ct}{m}+\frac{V_pt^2}{m^2},\qquad V_p>0,$$
and that every time other than $t_0=-mC/V_p$ (`waistTime`) gives a strictly larger variance than
$$\operatorname{Var}x(t_0)=\frac{V_xV_p-C^2}{V_p}\ge\frac1{4V_p}.$$
A packet with $C<0$ therefore contracts until $t_0$ and spreads afterwards. No Gaussian shape is assumed.

## Observables, states and free motion

The observables are elements of a complex star-algebra `A`, with `star` as the adjoint. A state is a linear functional `ω` with $\langle1\rangle=1$ and $\langle a^*a\rangle$ real and nonnegative, so pure and mixed states are both covered. `variance` and `covariance` take real parts; the covariance is symmetrized, $C=\tfrac12\langle xp+px\rangle-\langle x\rangle\langle p\rangle$.

The hypothesis `hc`, $xp-px=i$, is the canonical commutation relation, which makes $p$ the generator of translations. No $n\times n$ matrices with $n\ge1$ satisfy it, since the trace of a commutator vanishes and that of $i$ times the identity does not. The file postulates the algebra and state and does not construct them. For a wavefunction to define `ω`, the expectation of every element of `A` must exist, and so that of every polynomial in $x$ and $p$.

The motion $x(t)=x+(t/m)p$ is a definition, and `mass_mul_velocity` supports it. From $xp=px+i$ one gets $xp^2=p^2x+2ip$. The term $(t/m)p$ commutes with $H=p^2/2m$, so
$$i[H,x(t)]=\frac{i}{2m}(-2ip)=\frac pm,$$
which is the time derivative of the defined $x(t)$.

## From positivity to the waist

**The parabola.** For real $s$,
$$(x+sp)^2=x^2+s(xp+px)+s^2p^2.$$
Taking expectations and subtracting $(\langle x\rangle+s\langle p\rangle)^2$ gives $V_x+2sC+s^2V_p$. This is `variance_add_smul`; put $s=t/m$.

**Real expectations.** For self-adjoint $a$, $\langle(1+a)^2\rangle=1+2\langle a\rangle+\langle a^2\rangle$. Positivity makes the left side and $\langle a^2\rangle$ real, hence also $\langle a\rangle$ (`IsState.im_eq_zero`).

**A quadratic inequality.** Let $X=x-\langle x\rangle$ and $P=p-\langle p\rangle$. Since $XP+PX$ is self-adjoint with expectation $2C$, and $XP-PX=i$, we have $\langle XP\rangle=C+i/2$ and $\langle PX\rangle=C-i/2$. For $z=u+iv$, positivity on $X+zP$ gives
$$0\le V_x+z\langle XP\rangle+\bar z\langle PX\rangle+|z|^2V_p=V_x+2uC-v+(u^2+v^2)V_p.$$
In `quadratic_nonneg`, the identity `e` expands the product, `h1`–`h3` supply the parts of $\langle xp\rangle$ and $\langle px\rangle$, and `linarith` collects the terms.

**The uncertainty relation.** If $V_p\le0$, then $u=0$ and $v=|V_x|+1$ make the right side at most $-1$, a contradiction; so $V_p>0$ (`momentum_variance_pos`). Now $u=-C/V_p$ and $v=1/(2V_p)$ give
$$0\le V_x-\frac{C^2}{V_p}-\frac1{4V_p}.$$
Multiplying by $V_p$ yields $V_xV_p-C^2\ge\tfrac14$. This is `schrodinger_uncertainty`, the position–momentum case of a relation for general pairs of observables.

**The waist.** Completing the square, as in `variance_eq_waist_add_sq`, gives
$$\operatorname{Var}x(t)=\frac{V_xV_p-C^2}{V_p}+V_p\left(\frac{t-t_0}{m}\right)^2.$$
The square vanishes only at $t_0$, and the uncertainty relation bounds the first term below by $1/(4V_p)$.

## Minimum uncertainty, and commuting observables

If $V_xV_p=\tfrac14$, the uncertainty relation forces $C=0$, so the waist is at $t=0$. Now let $s$ be the time in units of $2mV_x$ instead of $t/m$. At $t=2mV_xs$ the last term of the parabola is $4V_x^2V_ps^2=V_xs^2$, and the variance is $V_x(1+s^2)$, as `minimum_uncertainty_spreading` states. It has doubled at $s=1$.

Without the commutation relation the conclusion can fail. Take `A` to be $\mathbb C$, `ω` the identity map, and $x,p$ real numbers. All variances and the covariance vanish, so $V_p>0$ and the uncertainty relation are false, and the constant variance of $x(t)$ has no strict minimum. This is a classical particle with sharp position and momentum.
